# Vacuum amplitudes of superposed bosonic ladder operators are permanents

Take finitely many independent bosonic modes, with \(a_k\) annihilating and \(b_k\) creating a boson in mode \(k\), and write \(\varphi(X)=\langle 0|X|0\rangle\) for the vacuum expectation value. Let \(u\) and \(w\) be complex matrices with \(n\) rows and one column per mode, and set \(A_i=\sum_k u_{ik}a_k\), \(B_j=\sum_k w_{jk}b_k\) for \(i,j=0,\dots,n-1\). Then

\[
\varphi(A_0\cdots A_{n-1}\,B_0\cdots B_{n-1})=\operatorname{perm}(uw^{T})=\sum_{\sigma}\prod_{j}(uw^{T})_{\sigma(j)\,j},
\]

where \(\sigma\) runs over the permutations of \(0,\dots,n-1\). For non-interacting bosons in a linear optical network, such permanents give the transition amplitudes between Fock states, up to normalisation factors when a mode holds several bosons. Boson sampling draws outcomes with the squared moduli of the normalised amplitudes as probabilities.

The letter \(b_k\) stands for the textbook \(a_k^\dagger\). No complex conjugation is built in: if \(A_i\) is the adjoint of a creator \(\sum_k v_{ik}b_k\), then \(u_{ik}=\overline{v_{ik}}\).

In Lean, `κ` is the finite set of modes and `R` is any complex algebra, standing for the operators on states of finitely many bosons.

```lean
import Mathlib

open Matrix ComplexConjugate

namespace BosonSamplingPermanent

noncomputable section

variable {κ R : Type*} [Fintype κ] [DecidableEq κ] [Ring R] [Algebra ℂ R]
```

## Modes and vacuum

Three properties are assumed: the commutator \([a_i,b_j]=\delta_{ij}\), the normalisation \(\langle0|0\rangle=1\), and \(\langle 0|b_i=0\), which says that no state with an added boson overlaps the vacuum. The last reads \(\varphi(b_i y)=0\) for every operator \(y\).

The structure does not require that \(b_i\) be the adjoint of \(a_i\), that annihilators commute among themselves, that creators do, or that \(a_i|0\rangle=0\).

```lean
/-- Independent bosonic modes with annihilators `a i` and creators `b i`, `[a i, b j] = δ_ij`,
and a normalised linear functional `φ` that vanishes on every operator with a creator
on its far left. -/
structure IsBosonVacuum (a b : κ → R) (φ : R →ₗ[ℂ] ℂ) : Prop where
  ccr : ∀ i j, a i * b j - b j * a i = if i = j then 1 else 0
  normalised : φ 1 = 1
  creator_left : ∀ i y, φ (b i * y) = 0
```

A superposed operator is a linear combination over the modes. `superpose a (u i)` is \(A_i\), and `superpose b (w j)` is \(B_j\).

```lean
/-- The ladder operator `∑ k, c k • x k` of a superposition of modes with amplitudes `c`. -/
def superpose (x : κ → R) (c : κ → ℂ) : R := ∑ k, c k • x k
```

## The commutator of two superpositions

For coefficient vectors \(u\) and \(w\), bilinearity gives

\[
\Big(\sum_i u_ia_i\Big)\Big(\sum_j w_jb_j\Big)=\sum_{i,j}u_iw_j\,(b_ja_i+\delta_{ij})
=\Big(\sum_j w_jb_j\Big)\Big(\sum_i u_ia_i\Big)+\sum_k u_kw_k .
\]

The commutator is therefore a number, written `u ⬝ᵥ w`. In the proof, `e1` is the first equality. The two remaining goals reassemble the reordered double sum and collapse the Kronecker delta.

```lean
/-- An annihilator and a creator of superposed modes commute up to the scalar
`∑ k, u k * w k`. -/
theorem superpose_commutation {a b : κ → R} {φ : R →ₗ[ℂ] ℂ} (h : IsBosonVacuum a b φ)
    (u w : κ → ℂ) :
    superpose a u * superpose b w
      = superpose b w * superpose a u + (u ⬝ᵥ w) • (1 : R) := by
  unfold superpose
  -- exchange the two operators in every term of the double sum
  have e1 : (∑ i, u i • a i) * (∑ j, w j • b j)
      = (∑ i, ∑ j, (u i * w j) • (b j * a i))
        + ∑ i, ∑ j, (u i * w j) • (if i = j then (1 : R) else 0) := by
    rw [Finset.sum_mul_sum, ← Finset.sum_add_distrib]
    refine Finset.sum_congr rfl fun i _ => ?_
    rw [← Finset.sum_add_distrib]
    refine Finset.sum_congr rfl fun j _ => ?_
    rw [smul_mul_smul_comm, sub_eq_iff_eq_add'.mp (h.ccr i j), smul_add]
  rw [e1]
  congr 1
  · rw [Finset.sum_mul_sum, Finset.sum_comm]
    refine Finset.sum_congr rfl fun j _ => Finset.sum_congr rfl fun i _ => ?_
    rw [smul_mul_smul_comm, mul_comm (w j)]
  · simp [dotProduct, Finset.sum_smul]
```

## Moving a creator through a string of annihilators

Suppose \(A_iB=BA_i+c_i\) with numbers \(c_i\), for \(i=0,\dots,n\). Then

\[
A_0\cdots A_n\,B=B\,A_0\cdots A_n+\sum_{i=0}^{n}c_i\,A_0\cdots\widehat{A_i}\cdots A_n ,
\]

where the hat marks an omitted factor. For a single factor this is the assumption. For a longer string, apply the statement to \(A_1\cdots A_n\) and multiply by \(A_0\) from the left:

\[
A_0A_1\cdots A_nB=A_0B\,A_1\cdots A_n+\sum_{i\ge1}c_i\,A_0A_1\cdots\widehat{A_i}\cdots A_n .
\]

Replacing \(A_0B\) by \(BA_0+c_0\) supplies the leading term and the missing \(i=0\) term.

Ordered products are written as `(List.ofFn A).prod`, and `i.succAbove` lists the indices in order while skipping `i`. The step `hS` records that omitting a later factor leaves \(A_0\) in front; `key` is the induction hypothesis for the shorter string.

```lean
/-- If each `A i` commutes with `B` up to a scalar `c i`, moving `B` to the left through the
string of all `A i` leaves a sum of strings in which one `A i` is replaced by `c i`. -/
theorem string_mul_creator {n : ℕ} (A : Fin (n + 1) → R) (B : R) (c : Fin (n + 1) → ℂ)
    (hc : ∀ i, A i * B = B * A i + c i • (1 : R)) :
    (List.ofFn A).prod * B = B * (List.ofFn A).prod
      + ∑ i, c i • (List.ofFn fun k => A (i.succAbove k)).prod := by
  induction n with
  | zero => simp [hc]
  | succ n ih =>
    have hA : (List.ofFn A).prod = A 0 * (List.ofFn fun k => A k.succ).prod := by
      rw [List.ofFn_succ, List.prod_cons]
    have hS : ∀ i : Fin (n + 1), (List.ofFn fun k => A (i.succ.succAbove k)).prod
        = A 0 * (List.ofFn fun k => A (i.succAbove k).succ).prod := by
      intro i
      rw [List.ofFn_succ, List.prod_cons]
      simp only [Fin.succ_succAbove_zero, Fin.succ_succAbove_succ]
    have key := ih (fun k => A k.succ) (fun k => c k.succ) (fun k => hc k.succ)
    rw [Fin.sum_univ_succ, hA, mul_assoc, key, mul_add, ← mul_assoc, hc 0, add_mul,
      smul_mul_assoc, one_mul, Finset.mul_sum, mul_assoc, add_assoc]
    simp only [hS, mul_smul_comm, Fin.zero_succAbove]
```

## Expanding a permanent along its first column

Let \(M\) be an \((n+1)\times(n+1)\) matrix, and let \(M^{(i)}\) be \(M\) without row \(i\) and column \(0\). A permutation \(\sigma\) of \(0,\dots,n\) is fixed by \(i=\sigma(0)\) and by how it maps the other \(n\) labels onto the rows different from \(i\). Grouping the permutations by \(i\) gives

\[
\operatorname{perm}M=\sum_{i=0}^{n}M_{i0}\operatorname{perm}M^{(i)} .
\]

This is the determinant expansion without signs. The map `f` builds \(\sigma\) from the pair. It is shown to be injective, and the count \((n+1)\cdot n!=(n+1)!\) then makes it bijective, so the sum over permutations can be rewritten as a sum over pairs.

```lean
/-- Expansion of a permanent along its first column. -/
theorem permanent_column_expansion {n : ℕ} (M : Matrix (Fin (n + 1)) (Fin (n + 1)) ℂ) :
    M.permanent = ∑ i, M i 0 * (M.submatrix i.succAbove Fin.succ).permanent := by
  -- a permutation is the image of 0 together with a permutation of the rest
  have hinj : ∀ q : Fin (n + 1) × Equiv.Perm (Fin n), Function.Injective
      (Fin.cons q.1 (fun k => q.1.succAbove (q.2 k)) : Fin (n + 1) → Fin (n + 1)) := by
    intro q
    rw [Fin.cons_injective_iff]
    refine ⟨?_, Fin.succAbove_right_injective.comp q.2.injective⟩
    rintro ⟨k, hk⟩
    exact Fin.succAbove_ne _ _ hk
  let f : Fin (n + 1) × Equiv.Perm (Fin n) → Equiv.Perm (Fin (n + 1)) := fun q =>
    Equiv.ofBijective _ (Finite.injective_iff_bijective.mp (hinj q))
  have hf : Function.Bijective f := by
    refine (Fintype.bijective_iff_injective_and_card f).2 ⟨?_, ?_⟩
    · rintro ⟨p, e⟩ ⟨p', e'⟩ hq
      have h0 : p = p' := congrArg (fun σ : Equiv.Perm (Fin (n + 1)) => σ 0) hq
      subst h0
      have he : e = e' := Equiv.ext fun k => Fin.succAbove_right_injective
        (congrArg (fun σ : Equiv.Perm (Fin (n + 1)) => σ k.succ) hq)
      rw [he]
    · simp [Fintype.card_perm, Nat.factorial_succ]
  unfold Matrix.permanent
  refine (hf.sum_comp (fun σ : Equiv.Perm (Fin (n + 1)) => ∏ i, M (σ i) i)).symm.trans ?_
  rw [Fintype.sum_prod_type]
  refine Finset.sum_congr rfl fun i _ => ?_
  rw [Finset.mul_sum]
  exact Finset.sum_congr rfl fun e _ => Fin.prod_univ_succ _
```

## The amplitude by induction on the number of bosons

For \(n=0\) both sides equal \(1\). For \(n+1\) bosons, move \(B_0\) to the far left. The term that begins with \(B_0\) vanishes, since \(\varphi(B_0y)=0\) by linearity, and what remains is

\[
\sum_{i=0}^{n}\Big(\sum_k u_{ik}w_{0k}\Big)\,\varphi\big(A_0\cdots\widehat{A_i}\cdots A_n\,B_1\cdots B_n\big).
\]

The bracket is \((uw^T)_{i0}\). By the induction hypothesis, the vacuum value is the permanent of \(uw^T\) without row \(i\) and column \(0\). The sum is thus the first-column expansion of \(\operatorname{perm}(uw^T)\).

In the proof, `hB` splits off \(B_0\), `hv` is the vanishing term, and the long `rw` carries out the expansion and the reordering. The last line applies `ih` to the remaining rows.

```lean
/-- The vacuum amplitude of `n` superposed annihilators followed by `n` superposed creators,
with coefficient rows `u i` and `w j`, is the permanent of `u wᵀ`. -/
theorem vacuum_amplitude_eq_permanent {a b : κ → R} {φ : R →ₗ[ℂ] ℂ}
    (h : IsBosonVacuum a b φ) {n : ℕ} (u w : Matrix (Fin n) κ ℂ) :
    φ ((List.ofFn fun i => superpose a (u i)).prod
      * (List.ofFn fun j => superpose b (w j)).prod) = (u * wᵀ).permanent := by
  induction n with
  | zero => simp [Matrix.permanent, h.normalised]
  | succ n ih =>
    have hB : (List.ofFn fun j => superpose b (w j)).prod
        = superpose b (w 0) * (List.ofFn fun j : Fin n => superpose b (w j.succ)).prod := by
      rw [List.ofFn_succ, List.prod_cons]
    have hv : ∀ y, φ (superpose b (w 0) * y) = 0 := by
      intro y
      simp [superpose, Finset.sum_mul, h.creator_left]
    -- move the first creator to the far left, where the vacuum kills it
    rw [permanent_column_expansion, hB, ← mul_assoc,
      string_mul_creator _ _ (fun i => u i ⬝ᵥ w 0)
        (fun i => superpose_commutation h (u i) (w 0)),
      add_mul, map_add, mul_assoc, hv, zero_add, Finset.sum_mul, map_sum]
    refine Finset.sum_congr rfl fun i _ => ?_
    rw [smul_mul_assoc, map_smul, smul_eq_mul]
    exact congrArg (fun z => (u i ⬝ᵥ w 0) * z)
      (ih (fun k => u (i.succAbove k)) (fun k => w k.succ))
```

## Transition amplitudes of a linear network

Let a network turn the creator of mode \(j\) into \(\sum_kU_{kj}b_k\). Bosons enter in modes \(\mathrm{inp}(j)\) and are detected in modes \(\mathrm{out}(i)\). Choose \(u_{ik}=\delta_{k,\mathrm{out}(i)}\) and \(w_{jk}=U_{k,\mathrm{inp}(j)}\); then

\[
(uw^T)_{ij}=U_{\mathrm{out}(i),\,\mathrm{inp}(j)} .
\]

The proof writes the detected annihilators as superpositions with a single coefficient, through `Pi.single`, and applies the previous theorem.

Modes may repeat. If \(s_k\) and \(s'_k\) count how often mode \(k\) occurs in the input and the output, the amplitude between normalised Fock states is the permanent divided by \(\sqrt{\prod_k s_k!\,s'_k!}\).

The matrix \(U\) is arbitrary here. That a real device acts on the creators by such a linear substitution, with \(U\) unitary when there is no loss, is physical input.

```lean
/-- Boson sampling: if a linear network turns the creator of mode `j` into `∑ k, U k j • b k`,
the amplitude from input modes `inp` to output modes `out` (without normalisation factors for
repeated modes) is the permanent of the corresponding submatrix of `U`. -/
theorem network_amplitude {a b : κ → R} {φ : R →ₗ[ℂ] ℂ} (h : IsBosonVacuum a b φ)
    {n : ℕ} (U : Matrix κ κ ℂ) (out inp : Fin n → κ) :
    φ ((List.ofFn fun i => a (out i)).prod
      * (List.ofFn fun j => superpose b (fun k => U k (inp j))).prod)
      = (U.submatrix out inp).permanent := by
  have hA : (fun i => a (out i)) = fun i => superpose a (Pi.single (out i) 1) := by
    funext i
    simp [superpose, Pi.single_apply]
  have hM : U.submatrix out inp = Matrix.of (fun i : Fin n => Pi.single (out i) (1 : ℂ))
      * (Matrix.of fun (j : Fin n) (k : κ) => U k (inp j))ᵀ := by
    ext i j
    simp [Matrix.mul_apply, Pi.single_apply]
  rw [hA, hM]
  exact vacuum_amplitude_eq_permanent h
    (Matrix.of fun i : Fin n => Pi.single (out i) (1 : ℂ))
    (Matrix.of fun (j : Fin n) (k : κ) => U k (inp j))
```

## Two bosons at a beam splitter

Let \(t\) and \(r\) be the transmission and reflection amplitudes for a boson that enters in mode \(0\). With one boson in each input, the creators \(b_0\) and \(b_1\) become \(t\,b_0+r\,b_1\) and \(-\bar r\,b_0+\bar t\,b_1\). The amplitude for one boson in each output is

\[
\operatorname{perm}\begin{pmatrix}t&-\bar r\\ r&\bar t\end{pmatrix}=t\bar t-r\bar r=|t|^2-|r|^2 .
\]

It vanishes when \(|t|=|r|\): at a balanced beam splitter, two indistinguishable bosons never leave by different ports, which is the Hong–Ou–Mandel effect. The matrix is unitary when \(|t|^2+|r|^2=1\), a condition the identity does not need.

In the proof, `hperm` is the \(2\times2\) permanent, and `hl` matches the written-out product to the network theorem.

```lean
/-- Hong–Ou–Mandel interference: for one boson in each input of a beam splitter with
amplitudes `t` and `r`, the amplitude for one boson in each output is `|t|² - |r|²`. -/
theorem hong_ou_mandel {a b : Fin 2 → R} {φ : R →ₗ[ℂ] ℂ} (h : IsBosonVacuum a b φ)
    (t r : ℂ) :
    φ (a 0 * a 1 * ((t • b 0 + r • b 1) * ((-conj r) • b 0 + conj t • b 1)))
      = ((‖t‖ ^ 2 - ‖r‖ ^ 2 : ℝ) : ℂ) := by
  have hperm : ∀ M : Matrix (Fin 2) (Fin 2) ℂ,
      M.permanent = M 0 0 * M 1 1 + M 1 0 * M 0 1 := by
    intro M
    rw [permanent_column_expansion]
    simp [Fin.sum_univ_two, Matrix.permanent, show (1 : Fin 2).succAbove 0 = 0 from rfl]
  have key := network_amplitude h !![t, -conj r; r, conj t] id id
  rw [hperm] at key
  have hl : a 0 * a 1 * ((t • b 0 + r • b 1) * ((-conj r) • b 0 + conj t • b 1))
      = (List.ofFn fun i : Fin 2 => a (id i)).prod * (List.ofFn fun j : Fin 2 =>
        superpose b (fun k => !![t, -conj r; r, conj t] k (id j))).prod := by
    simp [List.ofFn_succ, superpose, Fin.sum_univ_two]
  rw [hl, key]
  change t * conj t + r * -conj r = _
  rw [mul_neg, Complex.mul_conj, Complex.mul_conj, Complex.normSq_eq_norm_sq,
    Complex.normSq_eq_norm_sq]
  push_cast
  ring
```

## A realisation on polynomials

The assumed properties hold in a concrete model. On polynomials with one variable \(x_i\) per mode, let \(a_i=\partial/\partial x_i\), let \(b_i\) be multiplication by \(x_i\), and let \(\varphi(T)\) be the constant term of \(T(1)\). The product rule gives

\[
\partial_i(x_jp)=x_j\,\partial_ip+\delta_{ij}\,p ,
\]

which is the commutator. The constant term of \(1\) is \(1\), and a multiple of \(x_i\) has constant term zero. The three fields of the structure are checked in this order, the first by separating \(i=j\) from \(i\ne j\).

```lean
omit [Fintype κ] in
/-- On polynomials in one variable per mode, the partial derivatives, the multiplications by
the variables, and the constant term of an operator applied to `1` form a boson vacuum. -/
theorem isBosonVacuum_witness :
    IsBosonVacuum (R := Module.End ℂ (MvPolynomial κ ℂ))
      (fun i => (MvPolynomial.pderiv i).toLinearMap)
      (fun i => LinearMap.mulLeft ℂ (MvPolynomial.X i))
      ((MvPolynomial.aeval (fun _ : κ => (0 : ℂ))).toLinearMap ∘ₗ
        LinearMap.applyₗ (1 : MvPolynomial κ ℂ)) where
  ccr i j := by
    apply LinearMap.ext
    intro p
    by_cases hij : i = j
    · subst hij
      simp [Derivation.leibniz]
    · simp [Derivation.leibniz, hij, MvPolynomial.pderiv_X_of_ne (Ne.symm hij)]
  normalised := by simp
  creator_left i y := by simp

end

end BosonSamplingPermanent
```

```lean
#print axioms BosonSamplingPermanent.vacuum_amplitude_eq_permanent
#print axioms BosonSamplingPermanent.hong_ou_mandel
```

```
'BosonSamplingPermanent.vacuum_amplitude_eq_permanent' depends on axioms: [propext, Classical.choice, Quot.sound]
'BosonSamplingPermanent.hong_ou_mandel' depends on axioms: [propext, Classical.choice, Quot.sound]
```
